# The radial Dirac-Coulomb equations as a first-order matrix system

The theorem concerns the two coupled radial Dirac equations for a single particle in the Coulomb potential `-c z / r`, with real parameters and `c ≠ 0`. It states that any pair of large and small components solving them for all `r > 0` satisfies y′ = (G/r + N)y there, where G and N are constant 2 × 2 matrices. No normalisation or boundary condition is imposed on the solution, and `E` is not required to be an eigenvalue. The proof takes the derivative `d` supplied by the radial equations and compares it with the matrix expression component by component. It multiplies each comparison by `c`, expands the matrix product with `simp`, and leaves the remaining algebra to `linear_combination`.

In Lean, a first try:

```lean
import Mathlib

open Matrix Filter Topology

namespace DiracMatrixForm

noncomputable section

/-- The matrix `G` multiplying `1/r` in the radial Dirac-Coulomb system. -/
def coulombMatrix (κ z : ℝ) : Matrix (Fin 2) (Fin 2) ℝ := !![-κ, z; -z, κ]

/-- The constant matrix `N` of the radial Dirac-Coulomb system, for `c ≠ 0`. -/
def energyMatrix (E c : ℝ) : Matrix (Fin 2) (Fin 2) ℝ :=
  !![0, (E + c ^ 2) / c; -((E - c ^ 2) / c), 0]

/-- The radial Dirac equations on `r > 0` for the large component `y r 0` and the small
component `y r 1`, at energy `E` in the potential `-c z / r`. -/
def IsDiracRadial (κ z E c : ℝ) (y : ℝ → Fin 2 → ℝ) : Prop :=
  ∀ r > 0, ∃ d : Fin 2 → ℝ, HasDerivAt y d r ∧
    c * (d 0 + κ / r * y r 0) = (E + c * z / r + c ^ 2) * y r 1 ∧
    c * (d 1 - κ / r * y r 1) = -(E + c * z / r - c ^ 2) * y r 0

/-- For `c ≠ 0`, a solution `y` of the radial Dirac equations obeys `y' = (G/r + N) y`
on `r > 0`. -/
theorem dirac_matrix_form {κ z E c : ℝ} {y : ℝ → Fin 2 → ℝ} (hc : c ≠ 0)
    (hy : IsDiracRadial κ z E c y) (r : ℝ) (hr : 0 < r) :
    HasDerivAt y ((r⁻¹ • coulombMatrix κ z + energyMatrix E c) *ᵥ y r) r := by
  obtain ⟨d, hd, h0, h1⟩ := hy r hr
  have ea : (E + c ^ 2) / c * c = E + c ^ 2 := div_mul_cancel₀ _ hc
  have eb : (E - c ^ 2) / c * c = E - c ^ 2 := div_mul_cancel₀ _ hc
  refine hd.congr_deriv ?_
  ext i
  apply mul_left_cancel₀ hc
  fin_cases i
  · simp [coulombMatrix, energyMatrix, Matrix.mulVec, dotProduct, Fin.sum_univ_two]
    linear_combination h0 - y r 1 * ea
  · simp [coulombMatrix, energyMatrix, Matrix.mulVec, dotProduct, Fin.sum_univ_two]
    linear_combination h1 + y r 0 * eb

end

end DiracMatrixForm
```

The compiler's answer:

```
Main.lean:36:4: error: Not a comparison: d 0 = -(r⁻¹ * κ * y r 0) + (r⁻¹ * z + (E + c ^ 2) / c) * y r 1 ∨ c = 0
Main.lean:38:4: error: Not a comparison: d 1 = (-(r⁻¹ * z) + -((E - c ^ 2) / c)) * y r 0 + r⁻¹ * κ * y r 1 ∨ c = 0
```

The mended proof, as a diff:

```diff
@@ -33,7 +33,9 @@
   apply mul_left_cancel₀ hc
   fin_cases i
-  · simp [coulombMatrix, energyMatrix, Matrix.mulVec, dotProduct, Fin.sum_univ_two]
+  · simp [-mul_eq_mul_left_iff, coulombMatrix, energyMatrix, Matrix.mulVec, dotProduct,
+      Fin.sum_univ_two]
     linear_combination h0 - y r 1 * ea
-  · simp [coulombMatrix, energyMatrix, Matrix.mulVec, dotProduct, Fin.sum_univ_two]
+  · simp [-mul_eq_mul_left_iff, coulombMatrix, energyMatrix, Matrix.mulVec, dotProduct,
+      Fin.sum_univ_two]
     linear_combination h1 + y r 0 * eb
 
```

Diagnosis. Both messages report the same fault, once for each component: `linear_combination` needs a goal that is a comparison, here an equation, and was given an "or".

The step `apply mul_left_cancel₀ hc` had put the factor `c` on both sides of each equation, to match `h0` and `h1`, in which the derivatives appear multiplied by `c`. But `simp` also uses the lemma `mul_eq_mul_left_iff`, which rewrites `a * b = a * c` as `b = c ∨ a = 0`. This removed the common factor again and added the alternative `c = 0`, which stayed in the goal because this `simp` call was not given `hc`.

The repair writes `-mul_eq_mul_left_iff` in both `simp` calls, which bars that lemma. The matrix product is still expanded, but the goal remains an equation with the factor `c` in place. The original `linear_combination` lines then prove it, using `ea` and `eb` to clear the divisions by `c`. The new line breaks are only layout.
